# As q → 0 at fixed nonzero frequency w, the intraband density response of non-interacting electrons in a smooth one-dimensional band with smooth occupation, divided by q², tends to the Drude weight (without its conventional prefactors) over w²

## A real frequency without damping

The frequency w is taken here to be a real number, with no small imaginary part and no damping rate. A response integral with a real frequency can meet a resonance, where a transition energy equals w and the denominator vanishes. For a smooth periodic band at fixed w ≠ 0 this cannot happen once the wave vector q is small enough, because the transition energies within the band shrink with q. The long-wavelength limit can therefore be taken with ordinary real integrals.

Let e(k) be the energy of a single band at crystal momentum k, with period 2π, and let f be the occupation as a function of energy. In units where ħ and the lattice constant are 1, the response is

χ(q) = ∫₀^{2π} [f(e(k)) − f(e(k+q))] / [w − e(k+q) + e(k)] dk.

This is the density response of non-interacting electrons in one band, with the overlaps between the periodic parts of the Bloch functions set to 1. In time-dependent density functional theory, the intraband part of the cell-averaged Kohn–Sham response of a metal has this structure, with the squared moduli of the overlaps as factors in the numerator; the one-dimensional, one-band model isolates how its q² behaviour arises.

## The limit and its hypotheses

Define the Drude weight, with a prime for the derivative, by

D = ∫₀^{2π} −f′(e(k)) e′(k)² dk.

The claim is that, for continuously differentiable e and f, e of period 2π, and w ≠ 0,

χ(q)/q² → D/w² as q → 0 through nonzero values.

In Lean, χ(q) is `densityResponse e f w q` and D is `drudeWeight e f`. The hypotheses `ContDiff ℝ 1 e` and `ContDiff ℝ 1 f` express continuous differentiability, and `Function.Periodic e (2 * π)` expresses the period. The filter `𝓝[≠] 0` lets q approach zero from both sides without reaching it.

The condition `w ≠ 0` stands for a field that keeps oscillating while its wavelength grows. The frequency is fixed first and q goes to zero afterwards, so the static response is not covered.

The function f need not be a Fermi function or take values between 0 and 1. A Fermi function at positive temperature satisfies the smoothness hypothesis; the zero-temperature step does not. The integrals carry no factor 1/(2π), spin degeneracy or charge, so D is the Drude weight up to these prefactors and the factor π that appears when the weight is defined as the coefficient of δ(w) in the real part of the conductivity. Electron interactions, interband transitions and scattering are absent from the model.

## Why the first order in q disappears

Write the changes under a shift by q as

F(k) = f(e(k+q)) − f(e(k)),
Δ(k) = e(k+q) − e(k).

The integrand of χ is −F/(w−Δ). Where w−Δ ≠ 0,

1/(w−Δ) = 1/w + Δ/[w(w−Δ)],

and hence

−F/(w−Δ) = −FΔ/[w(w−Δ)] − F/w.

The last term looks first-order in q, but it integrates to zero. Substituting k+q for k and using the period of f(e(k)) gives

∫₀^{2π} f(e(k+q)) dk = ∫_q^{q+2π} f(e(k)) dk = ∫₀^{2π} f(e(k)) dk.

Physically, the total occupation of the band does not depend on where in the zone the counting starts. What remains is exact whenever no denominator vanishes:

χ(q) = −∫₀^{2π} F(k)Δ(k) / [w(w−Δ(k))] dk.

The numerator is now a product of two small changes.

## Taking q to zero under the integral

The derivative e′ is continuous, so it is bounded on [0, 2π] by some constant A. It is also periodic, so the bound holds for every k. The mean value theorem gives |Δ(k)| ≤ A|q|. The same argument for the function f(e(k)) gives a constant B with |F(k)| ≤ B|q|.

Choose q so small that A|q| < |w|/2. Then

|w−Δ(k)| ≥ |w| − |Δ(k)| ≥ |w|/2

for all k. After division by q², the integrand is bounded in size by

AB / (|w|·|w|/2) = 2AB/w²,

a constant independent of k and q. At each fixed k, the definition of the derivative and the chain rule give

F(k)/q → f′(e(k)) e′(k),
Δ(k)/q → e′(k),
w−Δ(k) → w.

The integrand therefore tends to −f′(e(k)) e′(k)²/w². Since it is dominated by a constant on a finite interval, the limit may be taken inside the integral, which gives D/w².

## Band curvature, positivity and the flat band

If e′ is itself continuously differentiable, the product rule gives

d/dk [f(e(k)) e′(k)] = f′(e(k)) e′(k)² + f(e(k)) e″(k).

The left side integrates to zero over a period, so

D = ∫₀^{2π} f(e(k)) e″(k) dk.

The Drude weight is thus the inverse effective mass e″ summed with the occupation as weight.

If f′ ≤ 0 everywhere, the integrand defining D is nonnegative. If in addition some k in [0, 2π] has f′(e(k)) < 0 and e′(k) ≠ 0, the integrand is positive there and, by continuity, on a nearby interval of the zone. Hence D > 0.

The flat band, with e constant, is the limiting case without dispersion. The numerator of χ vanishes for every q, and e′ = 0 makes D vanish, so both sides of the limit are zero. It also shows why positivity needs a point with nonzero velocity.

## The Lean file

```lean
import Mathlib

open Filter MeasureTheory
open scoped Topology Real

namespace IntrabandDrudeResponse

noncomputable section

/-- The intraband density response of a one-dimensional band `e` with occupation function `f`,
at frequency `w` and wave vector `q`, integrated over the Brillouin zone. -/
def densityResponse (e f : ℝ → ℝ) (w q : ℝ) : ℝ :=
  ∫ k in (0 : ℝ)..2 * π, (f (e k) - f (e (k + q))) / (w - e (k + q) + e k)

/-- The Drude weight, without conventional prefactors: the integral over the Brillouin zone of the
squared band velocity weighted by minus the slope of the occupation function. -/
def drudeWeight (e f : ℝ → ℝ) : ℝ :=
  ∫ k in (0 : ℝ)..2 * π, -deriv f (e k) * (deriv e k) ^ 2

/-- The velocity of a periodic band is periodic. -/
theorem velocity_periodic {e : ℝ → ℝ} (hper : Function.Periodic e (2 * π)) :
    Function.Periodic (deriv e) (2 * π) := by
  intro k
  have h : (fun x => e (x + 2 * π)) = e := funext hper
  rw [← deriv_comp_add_const, h]

/-- A continuously differentiable periodic function changes by at most a constant times `|q|`
when the crystal momentum is shifted by `q`. -/
theorem shift_bound {g : ℝ → ℝ} (hg : ContDiff ℝ 1 g) (hper : Function.Periodic g (2 * π)) :
    ∃ C : ℝ, 0 ≤ C ∧ ∀ k q, |g (k + q) - g k| ≤ C * |q| := by
  obtain ⟨C, hC⟩ := (isCompact_Icc (a := (0 : ℝ)) (b := 2 * π)).exists_bound_of_continuousOn
    (hg.continuous_deriv le_rfl).continuousOn
  -- periodicity extends the bound on the derivative from one zone to the whole line
  have hb : ∀ x, ‖deriv g x‖ ≤ C := by
    intro x
    obtain ⟨y, hy, hxy⟩ := (velocity_periodic hper).exists_mem_Ico₀ Real.two_pi_pos x
    rw [hxy]
    exact hC y ⟨hy.1, hy.2.le⟩
  refine ⟨C, (norm_nonneg _).trans (hb 0), fun k q => ?_⟩
  have h := Convex.norm_image_sub_le_of_norm_deriv_le (f := g) (s := Set.univ) (x := k)
    (y := k + q) (fun x _ => (hg.differentiable (by norm_num)) x) (fun x _ => hb x)
    convex_univ (Set.mem_univ _) (Set.mem_univ _)
  rw [add_sub_cancel_left] at h
  exact h

/-- Shifting the crystal momentum does not change the Brillouin-zone integral of a periodic
function. -/
theorem integral_shift_sub {g : ℝ → ℝ} (hg : Continuous g)
    (hper : Function.Periodic g (2 * π)) (q : ℝ) :
    ∫ k in (0 : ℝ)..2 * π, (g (k + q) - g k) = 0 := by
  have hs : Continuous (fun k => g (k + q)) := by fun_prop
  rw [intervalIntegral.integral_sub (hs.intervalIntegrable _ _) (hg.intervalIntegrable _ _),
    intervalIntegral.integral_comp_add_right]
  have h := hper.intervalIntegral_add_eq q 0
  rw [zero_add] at h
  rw [zero_add, add_comm (2 * π) q, h, sub_self]

/-- Away from resonance the density response equals an integral whose integrand contains the
product of the change in occupation and the change in band energy. -/
theorem densityResponse_eq {e f : ℝ → ℝ} {w q : ℝ} (he : Continuous e) (hf : Continuous f)
    (hper : Function.Periodic e (2 * π)) (hw : w ≠ 0)
    (hX : ∀ k, w - e (k + q) + e k ≠ 0) :
    densityResponse e f w q = ∫ k in (0 : ℝ)..2 * π,
      -((f (e (k + q)) - f (e k)) * (e (k + q) - e k)) / (w * (w - e (k + q) + e k)) := by
  have alg : ∀ a b c d : ℝ, w - d + c ≠ 0 → (a - b) / (w - d + c) =
      -((b - a) * (d - c)) / (w * (w - d + c)) - w⁻¹ * (b - a) := by
    intro a b c d h
    field_simp
    ring
  have h0 := integral_shift_sub (g := fun k => f (e k)) (by fun_prop)
    (fun k => congrArg f (hper k)) q
  have hR : Continuous (fun k => -((f (e (k + q)) - f (e k)) * (e (k + q) - e k)) /
      (w * (w - e (k + q) + e k))) :=
    Continuous.div (by fun_prop) (by fun_prop) (fun k => mul_ne_zero hw (hX k))
  have hF : Continuous (fun k => w⁻¹ * (f (e (k + q)) - f (e k))) := by fun_prop
  unfold densityResponse
  -- the first-order term integrates to zero
  rw [intervalIntegral.integral_congr (fun k _ => alg (f (e k)) (f (e (k + q))) (e k)
      (e (k + q)) (hX k)),
    intervalIntegral.integral_sub (hR.intervalIntegrable _ _) (hF.intervalIntegrable _ _),
    intervalIntegral.integral_const_mul, h0, mul_zero, sub_zero]

/-- At fixed nonzero frequency the density response divided by `q ^ 2` tends to the Drude weight
divided by `w ^ 2` in the long-wavelength limit. -/
theorem densityResponse_div_sq_tendsto {e f : ℝ → ℝ} {w : ℝ} (he : ContDiff ℝ 1 e)
    (hf : ContDiff ℝ 1 f) (hper : Function.Periodic e (2 * π)) (hw : w ≠ 0) :
    Tendsto (fun q => densityResponse e f w q / q ^ 2) (𝓝[≠] 0)
      (𝓝 (drudeWeight e f / w ^ 2)) := by
  have hce := he.continuous
  have hcf := hf.continuous
  obtain ⟨A, hA, hAe⟩ := shift_bound he hper
  obtain ⟨B, hB, hBf⟩ := shift_bound (g := fun k => f (e k)) (hf.comp he)
    (fun k => congrArg f (hper k))
  have hwp : 0 < |w| / 2 := by positivity
  -- for small q the denominator stays away from zero
  have hev : ∀ᶠ q in 𝓝[≠] (0 : ℝ), q ≠ 0 ∧ ∀ k, |w| / 2 ≤ |w - e (k + q) + e k| := by
    have hc : Continuous (fun q : ℝ => A * |q|) := by fun_prop
    have ht : Tendsto (fun q : ℝ => A * |q|) (𝓝 0) (𝓝 0) := by simpa using hc.tendsto 0
    filter_upwards [self_mem_nhdsWithin,
      eventually_nhdsWithin_of_eventually_nhds (ht.eventually_lt_const hwp)] with q hq hs
    refine ⟨hq, fun k => ?_⟩
    have h1 := abs_sub_abs_le_abs_sub w (e (k + q) - e k)
    have h2 : w - (e (k + q) - e k) = w - e (k + q) + e k := by ring
    rw [h2] at h1
    linarith [hAe k q]
  have hne : ∀ q, (∀ k, |w| / 2 ≤ |w - e (k + q) + e k|) → ∀ k, w - e (k + q) + e k ≠ 0 :=
    fun q h k => abs_pos.mp (hwp.trans_le (h k))
  have slope : ∀ (u : ℝ → ℝ) (u' k : ℝ), HasDerivAt u u' k →
      Tendsto (fun q => (u (k + q) - u k) / q) (𝓝[≠] 0) (𝓝 u') := by
    intro u u' k h
    refine h.tendsto_slope_zero.congr (fun q => ?_)
    rw [smul_eq_mul, div_eq_inv_mul]
  have key : Tendsto (fun q => ∫ k in (0 : ℝ)..2 * π,
      -((f (e (k + q)) - f (e k)) / q * ((e (k + q) - e k) / q)) /
        (w * (w - e (k + q) + e k))) (𝓝[≠] 0)
      (𝓝 (∫ k in (0 : ℝ)..2 * π, -deriv f (e k) * (deriv e k) ^ 2 / w ^ 2)) := by
    apply intervalIntegral.tendsto_integral_filter_of_dominated_convergence
      (fun _ => B * A / (|w| * (|w| / 2)))
    · filter_upwards [hev] with q hq
      exact (Continuous.div (by fun_prop) (by fun_prop)
        (fun k => mul_ne_zero hw (hne q hq.2 k))).aestronglyMeasurable
    · filter_upwards [hev] with q hq
      refine Eventually.of_forall (fun k _ => ?_)
      have hqp : 0 < |q| := abs_pos.mpr hq.1
      have h1 : |(f (e (k + q)) - f (e k)) / q| ≤ B := by
        rw [abs_div, div_le_iff₀ hqp]
        exact hBf k q
      have h2 : |(e (k + q) - e k) / q| ≤ A := by
        rw [abs_div, div_le_iff₀ hqp]
        exact hAe k q
      have h3 := hq.2 k
      rw [Real.norm_eq_abs, abs_div, abs_neg, abs_mul, abs_mul w]
      exact div_le_div₀ (mul_nonneg hB hA) (mul_le_mul h1 h2 (abs_nonneg _) hB)
        (by positivity) (mul_le_mul_of_nonneg_left h3 (abs_nonneg w))
    · exact intervalIntegrable_const
    · refine Eventually.of_forall (fun k _ => ?_)
      have de : HasDerivAt e (deriv e k) k := (he.differentiable (by norm_num) k).hasDerivAt
      have df : HasDerivAt f (deriv f (e k)) (e k) :=
        (hf.differentiable (by norm_num) (e k)).hasDerivAt
      have hc : Continuous (fun q => w * (w - e (k + q) + e k)) := by fun_prop
      have hd : Tendsto (fun q => w * (w - e (k + q) + e k)) (𝓝[≠] 0) (𝓝 (w * w)) := by
        have h := (hc.tendsto 0).mono_left (nhdsWithin_le_nhds (s := {0}ᶜ))
        rwa [add_zero, sub_add_cancel] at h
      have h := ((slope (fun k => f (e k)) _ k (df.comp k de)).mul
        (slope e _ k de)).neg.div hd (mul_ne_zero hw hw)
      have hl : -deriv f (e k) * (deriv e k) ^ 2 / w ^ 2 =
          -(deriv f (e k) * deriv e k * deriv e k) / (w * w) := by ring
      rw [hl]
      exact h
  rw [intervalIntegral.integral_div] at key
  refine key.congr' ?_
  filter_upwards [hev] with q hq
  rw [densityResponse_eq hce hcf hper hw (hne q hq.2), ← intervalIntegral.integral_div]
  refine intervalIntegral.integral_congr (fun k _ => ?_)
  ring

/-- For a band with continuously differentiable velocity, the Drude weight is the band curvature
weighted by the occupation and integrated over the Brillouin zone. -/
theorem drudeWeight_eq_curvature {e f : ℝ → ℝ} (he : ContDiff ℝ 1 e)
    (he' : ContDiff ℝ 1 (deriv e)) (hf : ContDiff ℝ 1 f)
    (hper : Function.Periodic e (2 * π)) :
    drudeWeight e f = ∫ k in (0 : ℝ)..2 * π, f (e k) * deriv (deriv e) k := by
  have hce := he.continuous
  have hcf := hf.continuous
  have c1 := he.continuous_deriv le_rfl
  have c2 := he'.continuous_deriv le_rfl
  have c3 := hf.continuous_deriv le_rfl
  have hA : Continuous (fun k => f (e k) * deriv (deriv e) k) := by fun_prop
  have hD : Continuous (fun k => -deriv f (e k) * (deriv e k) ^ 2) :=
    (c3.comp hce).neg.mul (c1.pow 2)
  -- the total derivative of occupation times velocity integrates to zero
  have hd : ∀ k ∈ Set.uIcc (0 : ℝ) (2 * π), HasDerivAt (fun k => f (e k) * deriv e k)
      (f (e k) * deriv (deriv e) k - -deriv f (e k) * (deriv e k) ^ 2) k := by
    intro k _
    have de := (he.differentiable (by norm_num) k).hasDerivAt
    have df := (hf.differentiable (by norm_num) (e k)).hasDerivAt
    have dv := (he'.differentiable (by norm_num) k).hasDerivAt
    have dg : HasDerivAt (fun k => f (e k)) (deriv f (e k) * deriv e k) k := df.comp k de
    exact (dg.fun_mul dv).congr_deriv (by ring)
  have h := intervalIntegral.integral_eq_sub_of_hasDerivAt hd
    ((hA.sub hD).intervalIntegrable _ _)
  have p1 : e (2 * π) = e 0 := by simpa using hper 0
  have p2 : deriv e (2 * π) = deriv e 0 := by simpa using velocity_periodic hper 0
  rw [intervalIntegral.integral_sub (hA.intervalIntegrable _ _) (hD.intervalIntegrable _ _),
    p1, p2, sub_self] at h
  unfold drudeWeight
  linarith

/-- The Drude weight is strictly positive if the occupation never increases with energy and
has negative slope at some crystal momentum where the band velocity is nonzero. -/
theorem drudeWeight_pos {e f : ℝ → ℝ} (he : ContDiff ℝ 1 e) (hf : ContDiff ℝ 1 f)
    (hmono : ∀ x, deriv f x ≤ 0)
    (hk : ∃ k ∈ Set.Icc (0 : ℝ) (2 * π), deriv f (e k) < 0 ∧ deriv e k ≠ 0) :
    0 < drudeWeight e f := by
  obtain ⟨k, hk, h1, h2⟩ := hk
  have hc : Continuous (fun k => -deriv f (e k) * (deriv e k) ^ 2) :=
    ((hf.continuous_deriv le_rfl).comp he.continuous).neg.mul
      ((he.continuous_deriv le_rfl).pow 2)
  exact intervalIntegral.integral_pos Real.two_pi_pos hc.continuousOn
    (fun x _ => mul_nonneg (neg_nonneg.mpr (hmono _)) (sq_nonneg _))
    ⟨k, hk, mul_pos (neg_pos.mpr h1) (by positivity)⟩

end

end IntrabandDrudeResponse
```

```lean
#print axioms IntrabandDrudeResponse.densityResponse_div_sq_tendsto
#print axioms IntrabandDrudeResponse.drudeWeight_eq_curvature
#print axioms IntrabandDrudeResponse.drudeWeight_pos
```

```
'IntrabandDrudeResponse.densityResponse_div_sq_tendsto' depends on axioms: [propext, Classical.choice, Quot.sound]
'IntrabandDrudeResponse.drudeWeight_eq_curvature' depends on axioms: [propext, Classical.choice, Quot.sound]
'IntrabandDrudeResponse.drudeWeight_pos' depends on axioms: [propext, Classical.choice, Quot.sound]
```

## How the lemmas follow the derivation

`velocity_periodic` differentiates the identity e(k+2π) = e(k). `shift_bound` takes a bound on the derivative's size over the compact zone, carries any other point back into the zone by periodicity, and applies the mean value inequality. It is stated for a general periodic function g, so it supplies both A, from e, and B, from the composite of f and e.

`integral_shift_sub` proves that the shift leaves the zone integral unchanged. `densityResponse_eq` combines this with the algebraic splitting, which appears as the local statement `alg` and is settled by `field_simp` and `ring`. Its hypothesis `hX` says that no denominator vanishes at the given q.

The main theorem, `densityResponse_div_sq_tendsto`, first establishes `hev`: for all sufficiently small nonzero q, every denominator w−Δ(k) has size at least |w|/2. This discharges `hX` near q = 0. The local statement `slope` turns a derivative into the limit of a difference quotient.

The central step, `key`, applies dominated convergence to the exact second-order formula with one factor 1/q assigned to F and one to Δ. Its four parts are

- measurability of the integrand, from continuity;
- the bound `B * A / (|w| * (|w| / 2))`, from the two shift bounds and `hev`;
- integrability of that constant;
- the pointwise limit, from `slope`, the chain rule and continuity of the denominator.

The closing lines take 1/w² out of the limiting integral and identify the integral in `key` with χ(q)/q² for small nonzero q, using `densityResponse_eq`.

## How the two properties of D are checked

`drudeWeight_eq_curvature` is the integration by parts above. The local statement `hd` is the product rule, and the fundamental theorem of calculus turns the integral of the total derivative into a difference of end-point values. The equalities `p1` and `p2` say that energy and velocity agree at 0 and 2π, so this difference is zero. The twice continuously differentiable band enters as two hypotheses, one on `e` and one on `deriv e`.

`drudeWeight_pos` uses the fact that a continuous nonnegative function that is positive somewhere on the interval has a positive integral. It does not assume that the band is periodic, since it concerns only the integral over [0, 2π].
